# On a finite lattice with Laplacian kinetic energy, the ground energy equals the mean potential exactly when the potential is constant

Let one particle live on $N\ge 1$ sites with Hamiltonian $H=L+\mathrm{diag}(v)$, where $v$ is a real on-site potential and $L$ is a real symmetric, positive semidefinite matrix with zero row sums. The lowest eigenvalue of $H$ is the site average of $v$ if and only if $v$ is the same on every site. In such a finite, non-interacting tight-binding model, any unevenness of $v$ therefore puts the ground energy strictly below the mean of $v$. The diagonal of $L$ counts as kinetic energy here, so $v_i$ is in general not the whole diagonal element $H_{ii}$.

Positive semidefiniteness means that kinetic energy is never negative. Zero row sums mean that a uniform wavefunction costs no kinetic energy, as with periodic or reflecting ends; clamped ends are excluded. Ambarzumian's classical theorem concerns a differential operator on an interval and starts from its whole spectrum. This matrix analogue compares a single level with a mean that is taken as known.

## Levels, Hamiltonian and mean

The finite type `n` labels the sites, and `Fintype.card n` is $N$.

```lean
import Mathlib

open Matrix

namespace DiscreteAmbarzumian

noncomputable section

variable {n : Type*} [Fintype n] [DecidableEq n]
```

A level is a real $E$ with a nonzero real solution of $H\psi=E\psi$. For a real symmetric matrix this gives the whole spectrum. `IsLeast (levels H) E` says that $E$ is a level and that no level lies below it; `IsGreatest` describes the top level in the same way.

```lean
/-- The energy levels of a real matrix `H`: the real numbers `E` for which `H ψ = E ψ` has a
nonzero solution. -/
def levels (H : Matrix n n ℝ) : Set ℝ :=
  {E | ∃ ψ : n → ℝ, ψ ≠ 0 ∧ H *ᵥ ψ = E • ψ}
```

The potential enters as a diagonal matrix.

```lean
/-- The lattice Hamiltonian with kinetic matrix `L` and on-site potential `v`. -/
def hamiltonian (L : Matrix n n ℝ) (v : n → ℝ) : Matrix n n ℝ :=
  L + diagonal v
```

Write $\bar v$ for the site average, `meanPotential v`.

```lean
/-- The average of the potential over all sites. -/
def meanPotential (v : n → ℝ) : ℝ :=
  (∑ i, v i) / (Fintype.card n : ℝ)
```

## (a) Moving the zero of energy

Show that for every matrix $H$, number $E$ and vector $x$
$$(H-E\,I)x=Hx-Ex .$$

*Solution.* Distribute the product over the difference, pull out the scalar $E$ and use $Ix=x$. The Lean proof rewrites with the same three rules.

```lean
/-- Moving the zero of energy to `E` subtracts `E x` from `H x`. -/
theorem shift_mulVec (H : Matrix n n ℝ) (E : ℝ) (x : n → ℝ) :
    (H - E • (1 : Matrix n n ℝ)) *ᵥ x = H *ᵥ x - E • x := by
  rw [sub_mulVec, smul_mulVec, one_mulVec]
```

## (b) The lowest level bounds the quadratic form

Let $H$ be real symmetric with lowest level $E$. Show that
$$E\,x^{\mathsf T}x\le x^{\mathsf T}Hx\quad\text{for all }x.$$

*Solution.* Take an orthonormal eigenbasis $\varphi_k$ of $H-E$ with eigenvalues $\mu_k$. Each $E+\mu_k$ is a level of $H$, so $\mu_k\ge0$. With $x=\sum_k c_k\varphi_k$,
$$x^{\mathsf T}(H-E)x=\sum_k\mu_k c_k^2\ge0 .$$

In Lean, `hmem` shows that $E+\mu_k$ is a level, and Mathlib's eigenvalue criterion for `PosSemidef` replaces the expansion. The vector $x$ need not be normalised, hence the factor `x ⬝ᵥ x`.

```lean
/-- The lowest level of a real symmetric matrix times the squared norm of `x` is at most the
quadratic form at `x`. -/
theorem ground_le_form {H : Matrix n n ℝ} (hH : H.IsSymm) {E : ℝ}
    (hE : IsLeast (levels H) E) (x : n → ℝ) : E * (x ⬝ᵥ x) ≤ x ⬝ᵥ H *ᵥ x := by
  have hS : (H - E • (1 : Matrix n n ℝ)).IsSymm := hH.sub (isSymm_one.smul E)
  have hA : (H - E • (1 : Matrix n n ℝ)).IsHermitian := by
    rw [Matrix.IsHermitian, conjTranspose_eq_transpose_of_trivial]
    exact hS
  -- every eigenvalue of the shifted matrix is a level of `H` measured from `E`
  have hpsd : (H - E • (1 : Matrix n n ℝ)).PosSemidef := by
    refine hA.posSemidef_iff_eigenvalues_nonneg.mpr ?_
    intro i
    have h := hA.mulVec_eigenvectorBasis i
    rw [shift_mulVec] at h
    have hmem : E + hA.eigenvalues i ∈ levels H := by
      refine ⟨(hA.eigenvectorBasis i).ofLp, ?_, ?_⟩
      · intro h0
        apply hA.eigenvectorBasis.orthonormal.ne_zero i
        ext j
        exact congrFun h0 j
      · rw [add_smul, ← h]
        abel
    have hle := hE.2 hmem
    change 0 ≤ hA.eigenvalues i
    linarith
  have h := hpsd.dotProduct_mulVec_nonneg x
  rw [star_trivial, shift_mulVec, dotProduct_sub, dotProduct_smul, smul_eq_mul] at h
  linarith
```

## (c) The highest level bounds it from above

For real symmetric $H$ with highest level $E$, show that
$$x^{\mathsf T}Hx\le E\,x^{\mathsf T}x\quad\text{for all }x.$$

*Solution.* The levels of $-H$ are the negatives of those of $H$, so $-E$ is the lowest level of $-H$. Part (b) gives $-E\,x^{\mathsf T}x\le -x^{\mathsf T}Hx$; change signs. The reflected spectrum is `hneg` in the code.

```lean
/-- The quadratic form of a real symmetric matrix at `x` is at most its highest level times the
squared norm of `x`. -/
theorem form_le_top {H : Matrix n n ℝ} (hH : H.IsSymm) {E : ℝ}
    (hE : IsGreatest (levels H) E) (x : n → ℝ) : x ⬝ᵥ H *ᵥ x ≤ E * (x ⬝ᵥ x) := by
  -- reflect the spectrum and use the lower bound
  have hneg : IsLeast (levels (-H)) (-E) := by
    constructor
    · obtain ⟨ψ, h0, h⟩ := hE.1
      exact ⟨ψ, h0, by rw [neg_mulVec, h, neg_smul]⟩
    · rintro E' ⟨ψ, h0, h⟩
      have hm : -E' ∈ levels H := ⟨ψ, h0, by rw [neg_smul, ← h, neg_mulVec, neg_neg]⟩
      have := hE.2 hm
      linarith
  have h := ground_le_form hH.neg hneg x
  rw [neg_mulVec, dotProduct_neg] at h
  linarith
```

## (d) A nonnegative form controls the image

Let $A$ be real symmetric with $y^{\mathsf T}Ay\ge0$ for all $y$. Show that $x^{\mathsf T}Ax=0$ implies $Ax=0$. Show also that if $\Lambda\ge0$ and $y^{\mathsf T}Ay\le\Lambda\,y^{\mathsf T}y$ for all $y$, then
$$\|Ax\|^2\le\Lambda\,x^{\mathsf T}Ax .$$

*Solution.* Put $f=x^{\mathsf T}Ax$, $s=\|Ax\|^2$ and $q=(Ax)^{\mathsf T}A(Ax)$. Symmetry gives $x^{\mathsf T}A(Ax)=s$, so the form at the trial vector $ax-bAx$ yields
$$0\le a^2f-2ab\,s+b^2q .$$

If $f=0$, choose $a=q+1$ and $b=s$. Then $0\le-s^2(q+2)$, and since $q\ge0$, $s=0$.

For the second claim, let $\Lambda>0$ first and choose $a=\Lambda$, $b=1$. Because $q\le\Lambda s$,
$$0\le\Lambda^2f-2\Lambda s+q\le\Lambda^2f-\Lambda s,$$
and division by $\Lambda$ gives $s\le\Lambda f$. If $\Lambda=0$, then $f=0$, so $Ax=0$ by the first claim.

The trial-vector inequality is `key`, and the first claim is `hzero`.

```lean
omit [DecidableEq n] in
/-- For a symmetric matrix with quadratic form between `0` and `Λ` times the squared norm,
the squared norm of `A x` is at most `Λ` times the form at `x`; and `A x = 0` wherever the
form vanishes. -/
theorem form_controls_image {A : Matrix n n ℝ} (hA : A.IsSymm)
    (hpos : ∀ x : n → ℝ, 0 ≤ x ⬝ᵥ A *ᵥ x) (x : n → ℝ) :
    (x ⬝ᵥ A *ᵥ x = 0 → A *ᵥ x = 0) ∧
    ∀ Λ : ℝ, 0 ≤ Λ → (∀ y : n → ℝ, y ⬝ᵥ A *ᵥ y ≤ Λ * (y ⬝ᵥ y)) →
      (A *ᵥ x) ⬝ᵥ (A *ᵥ x) ≤ Λ * (x ⬝ᵥ A *ᵥ x) := by
  have hsym : x ⬝ᵥ A *ᵥ (A *ᵥ x) = (A *ᵥ x) ⬝ᵥ (A *ᵥ x) := by
    rw [dotProduct_mulVec x A (A *ᵥ x), ← mulVec_transpose, hA.eq]
  -- the form on the trial vector `a x - b A x`
  have key : ∀ a b : ℝ, 0 ≤ a ^ 2 * (x ⬝ᵥ A *ᵥ x) - 2 * a * b * ((A *ᵥ x) ⬝ᵥ (A *ᵥ x))
      + b ^ 2 * ((A *ᵥ x) ⬝ᵥ A *ᵥ (A *ᵥ x)) := by
    intro a b
    have h := hpos (a • x - b • (A *ᵥ x))
    simp only [mulVec_sub, mulVec_smul, dotProduct_sub, sub_dotProduct, dotProduct_smul,
      smul_dotProduct, smul_eq_mul, hsym] at h
    linarith
  have hzero : x ⬝ᵥ A *ᵥ x = 0 → A *ᵥ x = 0 := by
    intro hx
    have hq := hpos (A *ᵥ x)
    have h := key ((A *ᵥ x) ⬝ᵥ A *ᵥ (A *ᵥ x) + 1) ((A *ᵥ x) ⬝ᵥ (A *ᵥ x))
    rw [hx] at h
    apply dotProduct_self_eq_zero.mp
    by_contra hs
    have h2 := mul_pos (pow_pos (abs_pos.mpr hs) 2)
      (show 0 < (A *ᵥ x) ⬝ᵥ A *ᵥ (A *ᵥ x) + 2 by linarith)
    rw [sq_abs] at h2
    linarith
  refine ⟨hzero, fun Λ hΛ hup => ?_⟩
  rcases hΛ.eq_or_lt with h0 | hlt
  · have h1 := hup x
    rw [← h0, zero_mul] at h1
    rw [hzero (le_antisymm h1 (hpos x)), ← h0]
    simp
  · have h1 := key Λ 1
    have h2 := hup (A *ᵥ x)
    refine le_of_mul_le_mul_left ?_ hlt
    linarith
```

## (e) The Hamiltonian acting on the all-ones vector

Let $\mathbf 1$ be the vector with every entry 1, written `1` in Lean. Using only the zero row sums, show that
$$H\mathbf 1=v .$$

*Solution.* We have $(L\mathbf 1)_i=\sum_jL_{ij}=0$ and $(\mathrm{diag}(v)\mathbf 1)_i=v_i$.

```lean
/-- With zero row sums in the kinetic matrix, the Hamiltonian maps the all-ones vector to the
potential itself. -/
theorem hamiltonian_uniform {L : Matrix n n ℝ} (h0 : ∀ i, ∑ j, L i j = 0) (v : n → ℝ) :
    hamiltonian L v *ᵥ 1 = v := by
  have hL : L *ᵥ 1 = 0 := by
    ext i
    simp [mulVec, dotProduct, h0 i]
  rw [hamiltonian, add_mulVec, hL, zero_add]
  ext i
  simp [mulVec_diagonal]
```

## (f) The mean potential bounds the ground energy

Let $E$ be the lowest level of $H$. Show that
$$E\le\bar v .$$

*Solution.* Put $x=\mathbf 1$ in (b) and use (e): $EN\le\mathbf 1^{\mathsf T}v=\sum_iv_i$. Divide by $N$. The normalised state $\mathbf 1/\sqrt N$ thus has mean energy $\bar v$. Positivity of $L$ is not used.

```lean
/-- For a symmetric kinetic matrix with zero row sums, the lowest level is at most the average of
the potential. -/
theorem ground_le_mean [Nonempty n] {L : Matrix n n ℝ} (hL : L.IsSymm)
    (h0 : ∀ i, ∑ j, L i j = 0) (v : n → ℝ) {E : ℝ}
    (hE : IsLeast (levels (hamiltonian L v)) E) : E ≤ meanPotential v := by
  have h := ground_le_form (hL.add (isSymm_diagonal v)) hE 1
  change _ ≤ 1 ⬝ᵥ hamiltonian L v *ᵥ 1 at h
  rw [hamiltonian_uniform h0] at h
  have hN : (0 : ℝ) < Fintype.card n := by exact_mod_cast Fintype.card_pos
  rw [meanPotential, le_div_iff₀ hN]
  simpa [dotProduct] using h
```

## (g) Equality singles out the constant potential

Now let $L$ be positive semidefinite as well. Show that
$$\min\operatorname{spec}(H)=\bar v\iff v_i=c\ \text{ for all } i\text{, for some real }c .$$

*Solution.* Suppose $\bar v$ is the lowest level. By (b), $A=H-\bar v$ has a nonnegative form, and by (e)
$$\mathbf 1^{\mathsf T}A\mathbf 1=\sum_i(v_i-\bar v)=0 .$$
Part (d) gives $A\mathbf 1=v-\bar v\mathbf 1=0$, so $v$ is constant. This direction does not use positivity of $L$.

Conversely, let $v_i=c$ for all $i$. Then $\bar v=c$ and $H\mathbf 1=c\mathbf 1$, so $c$ is a level. If $H\psi=E\psi$ with $\psi\ne0$, then
$$E\,\psi^{\mathsf T}\psi=\psi^{\mathsf T}L\psi+c\,\psi^{\mathsf T}\psi\ge c\,\psi^{\mathsf T}\psi,$$
so $E\ge c$.

In the Lean statement `hpos` is positivity and `h0` the zero row sums. Within the proof, `hz` is the vanishing sum, to which `hA`, the first claim of (d), is applied.

```lean
/-- For a symmetric, positive semidefinite kinetic matrix with zero row sums, the lowest level
equals the average of the potential if and only if the potential is the same on all sites. -/
theorem ambarzumian [Nonempty n] {L : Matrix n n ℝ} (hL : L.IsSymm)
    (hpos : ∀ x : n → ℝ, 0 ≤ x ⬝ᵥ L *ᵥ x) (h0 : ∀ i, ∑ j, L i j = 0) (v : n → ℝ) :
    IsLeast (levels (hamiltonian L v)) (meanPotential v) ↔ ∃ c : ℝ, ∀ i, v i = c := by
  have hN : (Fintype.card n : ℝ) ≠ 0 := by exact_mod_cast Fintype.card_ne_zero
  have hH : (hamiltonian L v).IsSymm := hL.add (isSymm_diagonal v)
  constructor
  · intro hE
    refine ⟨meanPotential v, fun i => ?_⟩
    -- the uniform state attains the variational minimum, so it is an eigenvector
    have hA := (form_controls_image (hH.sub (isSymm_one.smul (meanPotential v)))
      (fun x => by
        have h := ground_le_form hH hE x
        rw [shift_mulVec, dotProduct_sub, dotProduct_smul, smul_eq_mul]
        linarith) 1).1
    rw [shift_mulVec, hamiltonian_uniform h0] at hA
    have hz : (1 : n → ℝ) ⬝ᵥ (v - meanPotential v • (1 : n → ℝ)) = 0 := by
      have hm : meanPotential v * (Fintype.card n : ℝ) = ∑ i, v i := div_mul_cancel₀ _ hN
      simp only [dotProduct, Pi.one_apply, Pi.sub_apply, Pi.smul_apply, smul_eq_mul, one_mul,
        mul_one, Finset.sum_sub_distrib, Finset.sum_const, Finset.card_univ, nsmul_eq_mul]
      linarith
    have hi := congrFun (hA hz) i
    simp only [Pi.sub_apply, Pi.smul_apply, Pi.one_apply, Pi.zero_apply, smul_eq_mul,
      mul_one] at hi
    linarith
  · rintro ⟨c, hc⟩
    have hm : meanPotential v = c := by
      simp only [meanPotential, hc, Finset.sum_const, Finset.card_univ, nsmul_eq_mul]
      exact mul_div_cancel_left₀ c hN
    rw [hm]
    constructor
    · refine ⟨1, one_ne_zero, ?_⟩
      rw [hamiltonian_uniform h0]
      ext i
      simp [hc i]
    · rintro E ⟨ψ, hψ, h⟩
      have hd : diagonal v *ᵥ ψ = c • ψ := by
        ext i
        simp [mulVec_diagonal, hc i]
      have h1 := congrArg (fun y => ψ ⬝ᵥ y) h
      simp only [hamiltonian, add_mulVec, hd, dotProduct_add, dotProduct_smul,
        smul_eq_mul] at h1
      have hn : 0 < ψ ⬝ᵥ ψ := lt_of_le_of_ne
        (Finset.sum_nonneg fun i _ => mul_self_nonneg (ψ i))
        (Ne.symm (mt dotProduct_self_eq_zero.mp hψ))
      refine le_of_mul_le_mul_right ?_ hn
      linarith [hpos ψ]
```

## (h) The variance is bounded by a product of two energy differences

Let $E_0$ and $E_1$ be the lowest and highest levels of $H$. Without assuming $L$ positive, show that
$$\frac1N\sum_i(v_i-\bar v)^2\le(\bar v-E_0)(E_1-\bar v).$$

*Solution.* By (b) and (c), $A=H-E_0$ and $\Lambda=E_1-E_0$ satisfy the hypotheses of (d). At $x=\mathbf 1$ this gives
$$\sum_i(v_i-E_0)^2\le(E_1-E_0)\sum_i(v_i-E_0).$$
Divide by $N$ and write $\sigma^2$ for the variance on the left of the target:
$$\sigma^2+(\bar v-E_0)^2\le(E_1-E_0)(\bar v-E_0).$$
Subtracting $(\bar v-E_0)^2$ gives the claim. In Lean, `hsq` expands the sums of squares about both $E_0$ and $\bar v$.

```lean
/-- For a symmetric kinetic matrix with zero row sums, the variance of the potential is at most the
distance of its average from the lowest level times its distance from the highest level. -/
theorem variance_le [Nonempty n] {L : Matrix n n ℝ} (hL : L.IsSymm)
    (h0 : ∀ i, ∑ j, L i j = 0) (v : n → ℝ) {E₀ E₁ : ℝ}
    (hE₀ : IsLeast (levels (hamiltonian L v)) E₀)
    (hE₁ : IsGreatest (levels (hamiltonian L v)) E₁) :
    (∑ i, (v i - meanPotential v) ^ 2) / (Fintype.card n : ℝ)
      ≤ (meanPotential v - E₀) * (E₁ - meanPotential v) := by
  have hN : (0 : ℝ) < Fintype.card n := by exact_mod_cast Fintype.card_pos
  have hH : (hamiltonian L v).IsSymm := hL.add (isSymm_diagonal v)
  have hm : ∑ i, v i = meanPotential v * (Fintype.card n : ℝ) :=
    (div_mul_cancel₀ _ hN.ne').symm
  -- apply the image bound to the all-ones vector, with energies measured from `E₀`
  have h := (form_controls_image (hH.sub (isSymm_one.smul E₀))
    (fun x => by
      have h := ground_le_form hH hE₀ x
      rw [shift_mulVec, dotProduct_sub, dotProduct_smul, smul_eq_mul]
      linarith) 1).2 (E₁ - E₀) (sub_nonneg.mpr (hE₀.2 hE₁.1))
    (fun y => by
      have h := form_le_top hH hE₁ y
      rw [shift_mulVec, dotProduct_sub, dotProduct_smul, smul_eq_mul]
      linarith)
  rw [shift_mulVec, hamiltonian_uniform h0] at h
  have hsq : ∀ c : ℝ, ∑ i, (v i - c) ^ 2
      = ∑ i, v i ^ 2 - 2 * c * ∑ i, v i + (Fintype.card n : ℝ) * c ^ 2 := by
    intro c
    simp only [sub_sq, Finset.sum_add_distrib, Finset.sum_sub_distrib, ← Finset.sum_mul,
      ← Finset.mul_sum, Finset.sum_const, Finset.card_univ, nsmul_eq_mul]
    ring
  simp only [dotProduct, Pi.one_apply, Pi.sub_apply, Pi.smul_apply, smul_eq_mul, one_mul,
    mul_one, ← pow_two] at h
  rw [hsq, Finset.sum_sub_distrib, Finset.sum_const, Finset.card_univ, nsmul_eq_mul, hm] at h
  rw [div_le_iff₀ hN, hsq, hm]
  linarith

end

end DiscreteAmbarzumian
```

```lean
#print axioms DiscreteAmbarzumian.ground_le_mean
#print axioms DiscreteAmbarzumian.ambarzumian
#print axioms DiscreteAmbarzumian.variance_le
```

```
'DiscreteAmbarzumian.ground_le_mean' depends on axioms: [propext, Classical.choice, Quot.sound]
'DiscreteAmbarzumian.ambarzumian' depends on axioms: [propext, Classical.choice, Quot.sound]
'DiscreteAmbarzumian.variance_le' depends on axioms: [propext, Classical.choice, Quot.sound]
```

## Three sites in a row

Take
$$L=\begin{pmatrix}1&-1&0\\-1&2&-1\\0&-1&1\end{pmatrix},\quad v=\left(\tfrac32,0,\tfrac12\right),\quad H=\begin{pmatrix}\tfrac52&-1&0\\-1&2&-1\\0&-1&\tfrac32\end{pmatrix}.$$
The vectors $(1,2,2)$, $(2,1,-2)$ and $(2,-2,1)$, each divided by 3 to normalise it, are eigenvectors with levels $\tfrac12$, $2$ and $\tfrac72$. The mean potential is $\bar v=\tfrac23$, above the ground energy $\tfrac12$, as it must be for a non-constant $v$. The variance is $\tfrac56-\tfrac49=\tfrac{14}{36}$, and the bound in (h) is $\tfrac16\cdot\tfrac{17}6=\tfrac{17}{36}$.
